# No-pumping theorem: with fixed symmetric barriers, every current integrates to zero when the populations return

Q: We have a finite set of sites with populations \(p_i(t)\) and energies \(E_i(t)\) in units of \(kT\). Someone raises and lowers the energies until the populations are back where they began. Can this drive a net flow around a loop? And what are the conventions?

A: It can't if the barriers stay fixed. The hopping rate from \(j\) to \(i\) is \(b_{ij}e^{E_j}\), an Arrhenius rate. The factor \(b_{ij}=b_{ji}\ge 0\) stands for the barrier top that both directions share, and \(b_{ij}=0\) means no link. With \(a_i=e^{E_i}p_i\), the net current from \(j\) to \(i\) and the master equation are
\[
J_{ij}=b_{ij}(a_j-a_i),\qquad \dot p_i=\sum_j J_{ij}.
\]

In Lean 4 with Mathlib:

```lean
import Mathlib

open Set

namespace NoPumping

noncomputable section

variable {ι : Type*} [Fintype ι]
```

The type `ι` is the set of sites. The name `activity` means \(a_i\), not the number of jumps per unit time that the word often denotes in stochastic thermodynamics.

```lean
/-- The activity `exp(E_i) p_i` of site `i`, with energies in units of `kT`. -/
def activity (E p : ι → ℝ) (i : ι) : ℝ := Real.exp (E i) * p i
```

In `current b E p i j` the destination comes first.

```lean
/-- The net probability current from site `j` to site `i`: the barrier factor `b_ij` times the
difference of the activities. -/
def current (b : ι → ι → ℝ) (E p : ι → ℝ) (i j : ι) : ℝ :=
  b i j * (activity E p j - activity E p i)
```

Q: Where does the dynamics enter?

A: As a hypothesis on the trajectory. `IsMasterSolution` says that each \(p_i\) has the required derivative at every time in \([0,T]\).

```lean
/-- The populations `p` obey the master equation on `[0,T]`: each `p_i` changes at the rate given
by the sum of the currents into site `i`. Barriers and energies may depend on time. -/
def IsMasterSolution (b : ℝ → ι → ι → ℝ) (E p : ℝ → ι → ℝ) (T : ℝ) : Prop :=
  ∀ t ∈ Icc 0 T, ∀ i,
    HasDerivAt (fun s => p s i) (∑ j, current (b t) (E t) (p t) i j) t
```

The derivative is two-sided even at the endpoints; a trajectory known only on \([0,T]\) can be continued by straight lines. Populations need be neither positive nor normalised.

Q: Show me the argument before any more code.

A: Let \(Y_i=\int_0^T a_i\,dt\). Since \(b\) is constant, the integrated current is
\[
\Phi_{ij}=\int_0^T J_{ij}\,dt=b_{ij}(Y_j-Y_i).
\]
Integrating the master equation gives \(\sum_j\Phi_{ij}=p_i(T)-p_i(0)=0\). Exchanging the labels \(i,j\) and using \(b_{ij}=b_{ji}\),
\[
\sum_{i,j}Y_j\,b_{ij}(Y_j-Y_i)=-\sum_{i,j}Y_i\,b_{ij}(Y_j-Y_i).
\]
Subtracting \(\sum_{i,j}Y_i\,b_{ij}(Y_j-Y_i)\) from both sides,
\[
\sum_{i,j}b_{ij}(Y_j-Y_i)^2=-2\sum_i Y_i\sum_j\Phi_{ij}=0.
\]
No term on the left is negative, so each is zero. Either \(b_{ij}=0\) or \(Y_j=Y_i\), and \(\Phi_{ij}=0\) both ways.

Q: Does a small network show that this says anything?

A: With two sites it says little: \(\dot p_1=J_{12}\), so the integral vanishes by periodicity alone. On a triangle with three positive factors, balance still allows a common flow \(\Phi\) around the loop. But \(\Phi/b\) on each link is a difference of \(Y\)'s, and these differences add to zero around the loop. Hence \(\Phi(1/b_{12}+1/b_{23}+1/b_{31})=0\), and \(\Phi=0\).

Q: Now the code. Is `dissipation` the entropy production?

A: No, it is the quadratic form above, with each pair of sites counted twice.

```lean
/-- The quadratic form `∑ b_ij (y_j - y_i)²` of the network. -/
def dissipation (b : ι → ι → ℝ) (y : ι → ℝ) : ℝ :=
  ∑ i, ∑ j, b i j * (y j - y i) ^ 2
```

In the identity, `hswap` is the exchange of labels, `hsplit` expands the square, and `hpull` moves \(y_i\) inside the inner sum; `linarith` combines them.

```lean
/-- For symmetric barrier factors, the quadratic form is minus twice the sum over sites of `y_i`
times the net inflow `∑_j b_ij (y_j - y_i)`. -/
theorem dissipation_identity (b : ι → ι → ℝ) (hs : ∀ i j, b i j = b j i) (y : ι → ℝ) :
    dissipation b y = -2 * ∑ i, y i * ∑ j, b i j * (y j - y i) := by
  -- exchanging the two sites reverses the current
  have hswap : ∑ i, ∑ j, y j * (b i j * (y j - y i))
      = -∑ i, ∑ j, y i * (b i j * (y j - y i)) := by
    rw [Finset.sum_comm, ← Finset.sum_neg_distrib]
    refine Finset.sum_congr rfl fun i _ => ?_
    rw [← Finset.sum_neg_distrib]
    refine Finset.sum_congr rfl fun j _ => ?_
    rw [hs j i]
    ring
  have hsplit : dissipation b y = ∑ i, ∑ j, y j * (b i j * (y j - y i))
      - ∑ i, ∑ j, y i * (b i j * (y j - y i)) := by
    unfold dissipation
    rw [← Finset.sum_sub_distrib]
    refine Finset.sum_congr rfl fun i _ => ?_
    rw [← Finset.sum_sub_distrib]
    refine Finset.sum_congr rfl fun j _ => ?_
    ring
  have hpull : ∑ i, y i * ∑ j, b i j * (y j - y i)
      = ∑ i, ∑ j, y i * (b i j * (y j - y i)) := by
    simp only [Finset.mul_sum]
  rw [hpull]
  linarith
```

The next lemma uses nonnegativity twice, for the outer and the inner sum, and then splits into \(b_{ij}=0\) or \(y_j=y_i\).

```lean
/-- For nonnegative barrier factors, if the quadratic form vanishes then so does
`b_ij (y_j - y_i)` on every link. -/
theorem flow_eq_zero_of_dissipation (b : ι → ι → ℝ) (hb : ∀ i j, 0 ≤ b i j) (y : ι → ℝ)
    (h : dissipation b y = 0) (i j : ι) : b i j * (y j - y i) = 0 := by
  have hn : ∀ i j, 0 ≤ b i j * (y j - y i) ^ 2 := fun i j => mul_nonneg (hb i j) (sq_nonneg _)
  have h1 := (Finset.sum_eq_zero_iff_of_nonneg
    (fun i _ => Finset.sum_nonneg fun j _ => hn i j)).1 h i (Finset.mem_univ i)
  have h2 := (Finset.sum_eq_zero_iff_of_nonneg (fun j _ => hn i j)).1 h1 j (Finset.mem_univ j)
  rcases mul_eq_zero.1 h2 with h3 | h3
  · rw [h3, zero_mul]
  · rw [(pow_eq_zero_iff two_ne_zero).1 h3, mul_zero]
```

Together they show that balanced flows of this form vanish.

```lean
/-- For symmetric nonnegative barrier factors, flows `b_ij (y_j - y_i)` that balance at every site
vanish on every link. -/
theorem flow_eq_zero_of_balanced (b : ι → ι → ℝ) (hs : ∀ i j, b i j = b j i)
    (hb : ∀ i j, 0 ≤ b i j) (y : ι → ℝ) (h : ∀ i, ∑ j, b i j * (y j - y i) = 0) (i j : ι) :
    b i j * (y j - y i) = 0 := by
  refine flow_eq_zero_of_dissipation b hb y ?_ i j
  rw [dissipation_identity b hs y]
  simp only [h, mul_zero, Finset.sum_const_zero]
```

Q: And the time integrals?

A: Continuous energies and differentiable populations make the activities continuous, hence integrable.

```lean
/-- Along a solution of the master equation with continuous energies, the activities are
continuous in time. -/
theorem activity_continuousOn {b : ℝ → ι → ι → ℝ} {E p : ℝ → ι → ℝ} {T : ℝ}
    (hE : ∀ i, ContinuousOn (fun t => E t i) (Icc 0 T)) (hp : IsMasterSolution b E p T) (i : ι) :
    ContinuousOn (fun t => activity (E t) (p t) i) (Icc 0 T) :=
  (Real.continuous_exp.comp_continuousOn (hE i)).mul
    (fun t ht => (hp t ht i).continuousAt.continuousWithinAt)
```

Then the constant \(b_{ij}\) comes out of the integral, giving \(\Phi_{ij}=b_{ij}(Y_j-Y_i)\).

```lean
/-- Along a solution of the master equation with constant barriers and continuous energies, the
integrated current is the barrier factor times the difference of the time-integrated activities. -/
theorem integrated_current {b : ι → ι → ℝ} {E p : ℝ → ι → ℝ} {T : ℝ} (hT : 0 ≤ T)
    (hE : ∀ i, ContinuousOn (fun t => E t i) (Icc 0 T))
    (hp : IsMasterSolution (fun _ => b) E p T) (i j : ι) :
    ∫ t in (0 : ℝ)..T, current b (E t) (p t) i j
      = b i j * ((∫ t in (0 : ℝ)..T, activity (E t) (p t) j)
        - ∫ t in (0 : ℝ)..T, activity (E t) (p t) i) := by
  have hint : ∀ k, IntervalIntegrable (fun t => activity (E t) (p t) k)
      MeasureTheory.volume 0 T := fun k => by
    apply ContinuousOn.intervalIntegrable
    rw [uIcc_of_le hT]
    exact activity_continuousOn hE hp k
  simp only [current]
  rw [intervalIntegral.integral_const_mul, intervalIntegral.integral_sub (hint j) (hint i)]
```

For the balance, the sum and the integral are exchanged and the fundamental theorem of calculus is applied to \(p_i\).

```lean
/-- Along a solution of the master equation with constant barriers and continuous energies, the
integrated currents into a site add up to the change of its population. -/
theorem integrated_balance {b : ι → ι → ℝ} {E p : ℝ → ι → ℝ} {T : ℝ} (hT : 0 ≤ T)
    (hE : ∀ i, ContinuousOn (fun t => E t i) (Icc 0 T))
    (hp : IsMasterSolution (fun _ => b) E p T) (i : ι) :
    ∑ j, ∫ t in (0 : ℝ)..T, current b (E t) (p t) i j = p T i - p 0 i := by
  have hc : ∀ j, ContinuousOn (fun t => current b (E t) (p t) i j) (uIcc 0 T) := fun j => by
    rw [uIcc_of_le hT]
    exact continuousOn_const.mul
      ((activity_continuousOn hE hp j).sub (activity_continuousOn hE hp i))
  rw [← intervalIntegral.integral_finsetSum (fun j _ => (hc j).intervalIntegrable)]
  refine intervalIntegral.integral_eq_sub_of_hasDerivAt (f := fun s => p s i)
    (fun t ht => hp t (by rwa [uIcc_of_le hT] at ht) i) ?_
  exact (continuousOn_finsetSum _ (fun j _ => hc j)).intervalIntegrable
```

The main theorem applies the balanced-flow lemma to \(Y\).

```lean
/-- **No-pumping theorem.** Along a solution of the master equation with constant, symmetric,
nonnegative barrier factors and continuously driven energies, if the populations return to their
initial values after time `T`, then every current integrates to zero over `[0,T]`. -/
theorem no_pumping {b : ι → ι → ℝ} {E p : ℝ → ι → ℝ} {T : ℝ} (hT : 0 ≤ T)
    (hs : ∀ i j, b i j = b j i) (hb : ∀ i j, 0 ≤ b i j)
    (hE : ∀ i, ContinuousOn (fun t => E t i) (Icc 0 T))
    (hp : IsMasterSolution (fun _ => b) E p T) (hper : p T = p 0) (i j : ι) :
    ∫ t in (0 : ℝ)..T, current b (E t) (p t) i j = 0 := by
  rw [integrated_current hT hE hp]
  refine flow_eq_zero_of_balanced b hs hb
    (fun k => ∫ t in (0 : ℝ)..T, activity (E t) (p t) k) (fun k => ?_) i j
  have h := integrated_balance hT hE hp k
  simp only [integrated_current hT hE hp] at h
  rw [h, hper, sub_self]
```

Q: You never asked for \(E(T)=E(0)\).

A: Only `p T = p 0` is used. That the populations return is a hypothesis; that they settle into a periodic state under periodic driving is not derived here. The step to a real system is the rate law itself: at each instant the rates must be \(b_{ij}e^{E_j}\), with a drive that leaves \(b\) untouched. A varying temperature would generally change \(b\) too.

Q: What if the populations do not return?

A: Then the integrated currents depend only on the population changes, not on the protocol or its duration. Subtract the balance equations of two protocols with equal changes: the difference of their integrated activities drives a balanced flow, which vanishes.

```lean
/-- Two continuous energy protocols on the same network of constant, symmetric, nonnegative barrier
factors, possibly of different duration, carry the same integrated currents if the populations obey
the master equation under each protocol and the two protocols produce the same population changes.
-/
theorem integrated_current_eq_of_same_change {b : ι → ι → ℝ} {E p E' p' : ℝ → ι → ℝ} {T T' : ℝ}
    (hT : 0 ≤ T) (hT' : 0 ≤ T') (hs : ∀ i j, b i j = b j i) (hb : ∀ i j, 0 ≤ b i j)
    (hE : ∀ i, ContinuousOn (fun t => E t i) (Icc 0 T))
    (hE' : ∀ i, ContinuousOn (fun t => E' t i) (Icc 0 T'))
    (hp : IsMasterSolution (fun _ => b) E p T) (hp' : IsMasterSolution (fun _ => b) E' p' T')
    (hch : ∀ i, p T i - p 0 i = p' T' i - p' 0 i) (i j : ι) :
    ∫ t in (0 : ℝ)..T, current b (E t) (p t) i j
      = ∫ t in (0 : ℝ)..T', current b (E' t) (p' t) i j := by
  have h1 := integrated_balance hT hE hp
  have h2 := integrated_balance hT' hE' hp'
  simp only [integrated_current hT hE hp] at h1 ⊢
  simp only [integrated_current hT' hE' hp'] at h2 ⊢

  -- the difference of the integrated activities drives a balanced flow
  have h := flow_eq_zero_of_balanced b hs hb
    (fun k => (∫ t in (0 : ℝ)..T, activity (E t) (p t) k)
      - ∫ t in (0 : ℝ)..T', activity (E' t) (p' t) k) (fun k => by
        have h3 := (h1 k).trans ((hch k).trans (h2 k).symm)
        rw [← sub_eq_zero, ← Finset.sum_sub_distrib] at h3
        refine Eq.trans (Finset.sum_congr rfl fun l _ => ?_) h3
        ring) i j
  linear_combination h
```

Q: How would I use that in a calculation?

A: Once the population changes \(\Delta p_i=p_i(T)-p_i(0)\) are known, solve \(\sum_j b_{ij}(Y_j-Y_i)=\Delta p_i\) and read off \(\Phi_{ij}=b_{ij}(Y_j-Y_i)\). The path between the end points is not needed. Take a triangle with all \(b_{ij}=1\) on which a protocol moves population \(q\) from site 1 to site 2, so \(\Delta p=(-q,q,0)\). Then \(Y_i-Y_j=(\Delta p_j-\Delta p_i)/3\). The direct link carries \(2q/3\) from 1 to 2, and the route through site 3 carries \(q/3\). For kinetic simulations of hopping or of molecular machines, modelled as a finite classical network with these rates and fixed barriers, the population changes thus determine the mean net transfer through each link.

Q: Suppose I fix the energies and move the barriers instead.

A: Then periodic populations force something stronger: every current is zero at every instant. Let \(F=\sum_i e^{E_i}p_i^2\). With constant \(E_i\),
\[
\dot F=2\sum_i a_i\dot p_i=2\sum_i a_i\sum_j b_{ij}(a_j-a_i)=-\sum_{i,j}b_{ij}(a_j-a_i)^2 .
\]
Since \(F(T)=F(0)\), the quadratic form integrates to zero. It is continuous and nonnegative, so it vanishes throughout \([0,T]\), and each current with it. In the code `hF` is this derivative, `hI` the zero integral, and `h0` the vanishing at time \(t\).

```lean
/-- Along a solution of the master equation with fixed energies and continuously driven, symmetric,
nonnegative barrier factors, if the populations return to their initial values after a time `T > 0`,
then every current vanishes at every instant of `[0,T]`. -/
theorem no_current_of_fixed_energies {b : ℝ → ι → ι → ℝ} {E : ι → ℝ} {p : ℝ → ι → ℝ} {T : ℝ}
    (hT : 0 < T) (hs : ∀ t ∈ Icc 0 T, ∀ i j, b t i j = b t j i)
    (hb : ∀ t ∈ Icc 0 T, ∀ i j, 0 ≤ b t i j)
    (hc : ∀ i j, ContinuousOn (fun t => b t i j) (Icc 0 T))
    (hp : IsMasterSolution b (fun _ => E) p T) (hper : p T = p 0)
    (t : ℝ) (ht : t ∈ Icc 0 T) (i j : ι) : current (b t) E (p t) i j = 0 := by
  have hact : ∀ k, ContinuousOn (fun s => activity E (p s) k) (Icc 0 T) :=
    activity_continuousOn (fun _ => continuousOn_const) hp
  have hD : ContinuousOn (fun s => dissipation (b s) (activity E (p s))) (Icc 0 T) :=
    continuousOn_finsetSum _ fun k _ => continuousOn_finsetSum _ fun l _ =>
      (hc k l).mul (((hact l).sub (hact k)).pow 2)
  have hn : ∀ s ∈ Icc 0 T, 0 ≤ dissipation (b s) (activity E (p s)) := fun s h =>
    Finset.sum_nonneg fun k _ => Finset.sum_nonneg fun l _ =>
      mul_nonneg (hb s h k l) (sq_nonneg _)
  -- the weighted sum of squared populations decreases at the rate of the quadratic form
  have hF : ∀ s ∈ Icc 0 T, HasDerivAt (fun r => ∑ k, Real.exp (E k) * (p r k * p r k))
      (-dissipation (b s) (activity E (p s))) s := by
    intro s h
    have h1 := HasDerivAt.fun_sum (u := Finset.univ)
      (fun k _ => ((hp s h k).fun_mul (hp s h k)).const_mul (Real.exp (E k)))
    refine h1.congr_deriv ?_
    rw [dissipation_identity (b s) (hs s h), neg_mul, neg_neg, Finset.mul_sum]
    refine Finset.sum_congr rfl fun k _ => ?_
    simp only [current, activity]
    ring
  have hI : ∫ s in (0 : ℝ)..T, -dissipation (b s) (activity E (p s)) = 0 := by
    rw [intervalIntegral.integral_eq_sub_of_hasDerivAt
      (fun s h => hF s (by rwa [uIcc_of_le hT.le] at h))
      (ContinuousOn.intervalIntegrable (by rw [uIcc_of_le hT.le]; exact hD.neg)), hper, sub_self]
  rw [intervalIntegral.integral_neg, neg_eq_zero] at hI
  -- a continuous nonnegative function with zero integral vanishes
  have h0 : dissipation (b t) (activity E (p t)) = 0 := by
    by_contra hne
    have hpos := intervalIntegral.integral_pos hT hD (fun s h => hn s (Ioc_subset_Icc_self h))
      ⟨t, ht, lt_of_le_of_ne (hn t ht) (Ne.symm hne)⟩
    exact hpos.ne' hI
  exact flow_eq_zero_of_dissipation (b t) (hb t ht) _ h0 i j

end

end NoPumping
```

Here \(T>0\) is required, because at \(T=0\) the condition `p T = p 0` says nothing about the initial currents.

Q: So a cycle that does pump must vary both?

A: Yes, for continuous driving within this rate law: if the populations return and some integrated current is nonzero, neither the energies nor the barriers were held fixed.

```lean
#print axioms NoPumping.no_pumping
#print axioms NoPumping.integrated_current_eq_of_same_change
#print axioms NoPumping.no_current_of_fixed_energies
```

```
'NoPumping.no_pumping' depends on axioms: [propext, Classical.choice, Quot.sound]
'NoPumping.integrated_current_eq_of_same_change' depends on axioms: [propext, Classical.choice, Quot.sound]
'NoPumping.no_current_of_fixed_energies' depends on axioms: [propext, Classical.choice, Quot.sound]
```
